# Binomial Count of the Massless Momenta of a Free Wilson Fermion

The number of massless species in the free propagator of a Wilson fermion depends on the bare mass. On a four-dimensional hypercubic lattice of unit spacing, with Wilson parameter $r=1$, the bare mass $m=0$ gives one species, while $m=-2$ gives four. For free fermions on an infinite lattice, and for any $r\neq 0$, the number at $m=-2rk$ is $\binom{d}{k}$, where $d$ is the number of lattice directions and $k$ is a whole number.

## From the Dirac operator to a count of corners

Take unit lattice spacing and momenta $p$ with every component $p_i$ in $[0,2\pi)$. The symmetric lattice derivative turns the continuum momentum into $\sin p_i$. Wilson's extra term, a lattice second derivative of strength $r$, acts as a momentum-dependent mass. The free Euclidean operator is

$$D(p)=i\sum_i\gamma_i\sin p_i+m+W(p),\qquad W(p)=r\sum_i(1-\cos p_i),$$

with Hermitian, anticommuting $\gamma_i$ that square to one. The cross terms in $D^\dagger D$ cancel, which leaves a multiple of the unit matrix:

$$E^2(p)=K(p)+(m+W(p))^2,\qquad K(p)=\sum_i\sin^2p_i .$$

A massless mode is a zero of $E^2$. Both terms are non-negative, so $E^2(p)=0$ exactly when $K(p)=0$ and $W(p)=-m$.

The first condition requires $\sin p_i=0$ for every $i$. The sine is positive on $(0,\pi)$, and on $(\pi,2\pi)$ it equals $-\sin(p_i-\pi)<0$. Hence each $p_i$ is $0$ or $\pi$. Let $s$ be the set of directions with $p_i=\pi$, and $|s|$ its size. Different sets give different momenta, so $K$ has $2^d$ zeros. All of them are called corners here, $p=0$ included.

At a corner, $1-\cos p_i$ is $2$ for $i$ in $s$ and $0$ otherwise, so $W=2r|s|$. If $m=-2rk$, the second condition reads $2r|s|=2rk$, and $r\neq0$ gives $|s|=k$. There are $\binom{d}{k}$ such sets. For general $m$, a zero exists exactly when $m=-2rk$ for some $k$ from $0$ to $d$.

The slope of $\sin p_i$ is $\cos p_i$, which is $-1$ for $i$ in $s$ and $+1$ otherwise. The product of the slopes at a corner is therefore $(-1)^{|s|}$, and for $d>0$

$$\sum_s(-1)^{|s|}=\sum_{k=0}^{d}\binom{d}{k}(-1)^k=(1-1)^d=0 .$$

Near a corner each $\gamma_i$ appears multiplied by its slope. In even Euclidean dimension the chirality matrix, which is proportional to the product of all $\gamma_i$, therefore carries the factor $(-1)^{|s|}$ relative to the one at $p=0$. Each massless species still contains both chiralities.

## Two dimensions with $r=1$ and $m=-2$

| Corner | $W$ | $E^2=(m+W)^2$ | Slope product |
|---|---|---|---|
| $(0,0)$ | $0$ | $4$ | $+1$ |
| $(\pi,0)$ | $2$ | $0$ | $-1$ |
| $(0,\pi)$ | $2$ | $0$ | $-1$ |
| $(\pi,\pi)$ | $4$ | $4$ | $+1$ |

Two momenta are massless, as $\binom{2}{1}=2$ requires, and the slope products of all four corners add up to zero.

## Momenta and dispersion in Lean

```lean
import Mathlib

open Real

namespace WilsonDoublers

noncomputable section

variable {d : ℕ}
```

A momentum is a function `Fin d → ℝ`, with the directions labelled from $0$ to $d-1$. The half-open interval in `zone` counts each periodic momentum once.

```lean
/-- The Brillouin zone of a `d`-dimensional lattice of unit spacing: every momentum component
lies in `[0, 2π)`. -/
def zone (d : ℕ) : Set (Fin d → ℝ) := {p | ∀ i, p i ∈ Set.Ico 0 (2 * π)}
```

The functions $K$, $W$ and $E^2$ become `kinetic`, `wilson` and `energySq`. The parameters `r` and `m` are arbitrary real numbers in lattice units.

```lean
/-- The naive lattice kinetic term `∑ sin² pᵢ`. -/
def kinetic (p : Fin d → ℝ) : ℝ := ∑ i, sin (p i) ^ 2

/-- The Wilson term `W = r ∑ (1 - cos pᵢ)`. -/
def wilson (r : ℝ) (p : Fin d → ℝ) : ℝ := r * ∑ i, (1 - cos (p i))
```

The formal development starts from the scalar $E^2$; the step from the Dirac matrices to it is the calculation of $D^\dagger D$ above. Despite its name, `energySq` is the denominator of the propagator when $d$ counts Euclidean spacetime directions. It is a squared energy when $d$ counts the spatial directions of a Hamiltonian.

```lean
/-- The squared dispersion `∑ sin² pᵢ + (m + W)²` of a Wilson fermion with bare mass `m`. -/
def energySq (r m : ℝ) (p : Fin d → ℝ) : ℝ := kinetic p + (m + wilson r p) ^ 2
```

The set $s$ is a `Finset (Fin d)`, and `corner s` is its momentum.

```lean
/-- The corner of the Brillouin zone with momentum `π` in the directions of `s` and `0` in the
others. -/
def corner (s : Finset (Fin d)) : Fin d → ℝ := fun i => if i ∈ s then π else 0

/-- The product of the slopes of `sin pᵢ` over all directions, which is the Jacobian determinant of
the map that applies the sine to every component of `p`. -/
def slopeProduct (p : Fin d → ℝ) : ℝ := ∏ i, deriv sin (p i)
```

## The zeros of the kinetic term

Two lemmas establish the labelling: corners lie in the zone, and the map from sets to corners is injective. The second compares components, using $\pi\neq0$.

```lean
/-- Every corner lies in the Brillouin zone. -/
theorem corner_mem_zone (s : Finset (Fin d)) : corner s ∈ zone d := by
  intro i
  have hpi := Real.pi_pos
  by_cases h : i ∈ s
  · simp only [corner, h, if_true]
    constructor <;> linarith
  · simp only [corner, h, if_false]
    constructor <;> linarith

/-- Different sets of directions label different corners. -/
theorem corner_injective : Function.Injective (corner (d := d)) := by
  intro s t h
  ext i
  have hi := congrFun h i
  simp only [corner] at hi
  by_cases hs : i ∈ s <;> by_cases ht : i ∈ t <;>
    simp [hs, ht, Real.pi_ne_zero, Real.pi_ne_zero.symm] at hi ⊢
```

The next lemma splits at $x<\pi$, $x=\pi$ and $x>\pi$, with the same shift by $\pi$ as in the derivation.

```lean
/-- Within one period `[0, 2π)` the sine vanishes only at `0` and `π`. -/
theorem eq_zero_or_pi_of_sin_eq_zero {x : ℝ} (hx : x ∈ Set.Ico 0 (2 * π)) (h : sin x = 0) :
    x = 0 ∨ x = π := by
  obtain ⟨h0, h2⟩ := hx
  rcases lt_trichotomy x π with hlt | heq | hgt
  · left
    by_contra hne
    have hpos : 0 < x := lt_of_le_of_ne h0 (Ne.symm hne)
    have := Real.sin_pos_of_pos_of_lt_pi hpos hlt
    linarith
  · exact Or.inr heq
  · -- beyond `π` the sine is strictly negative
    have h1 : 0 < sin (x - π) :=
      Real.sin_pos_of_pos_of_lt_pi (by linarith) (by linarith)
    rw [Real.sin_sub_pi] at h1
    linarith
```

A vanishing sum of squares has vanishing terms. The proof then takes $s$ to be the set of directions where $p_i=\pi$.

```lean
/-- In the Brillouin zone the naive kinetic term vanishes exactly at the corners. -/
theorem kinetic_eq_zero_iff {p : Fin d → ℝ} (hp : p ∈ zone d) :
    kinetic p = 0 ↔ ∃ s, p = corner s := by
  constructor
  · intro h
    have hall := (Finset.sum_eq_zero_iff_of_nonneg
      (fun i _ => sq_nonneg (sin (p i)))).1 h
    refine ⟨Finset.univ.filter (fun i => p i = π), ?_⟩
    funext i
    have hs : sin (p i) = 0 := (pow_eq_zero_iff two_ne_zero).1 (hall i (Finset.mem_univ i))
    rcases eq_zero_or_pi_of_sin_eq_zero (hp i) hs with h0 | h1
    · simp [corner, h0, Real.pi_ne_zero.symm]
    · simp [corner, h1]
  · rintro ⟨s, rfl⟩
    refine Finset.sum_eq_zero (fun i _ => ?_)
    by_cases h : i ∈ s <;> simp [corner, h]
```

## Counting at fixed Wilson term

The value $W=2r|s|$ follows by evaluating each summand.

```lean
/-- At a corner the Wilson term equals `2r` times the number of momentum components equal
to `π`. -/
theorem wilson_corner (r : ℝ) (s : Finset (Fin d)) :
    wilson r (corner s) = 2 * r * (s.card : ℝ) := by
  have h : ∀ i, 1 - cos (corner s i) = if i ∈ s then (2 : ℝ) else 0 := by
    intro i
    by_cases hi : i ∈ s
    · simp only [corner, hi, if_true, Real.cos_pi]
      norm_num
    · simp [corner, hi]
  simp only [wilson, h]
  rw [Finset.sum_ite_mem, Finset.univ_inter, Finset.sum_const, nsmul_eq_mul]
  ring
```

The theorem `doubler_multiplicity` says that, for $r\neq0$, exactly $\binom{d}{k}$ momenta in the zone satisfy both $K=0$ and $W=2rk$. Its proof identifies them with the image of the $k$-element sets under `corner`. Cancelling $2r$ gives $|s|=k$, and injectivity carries the count over. At $r=0$ and $d\geq1$ the statement fails, since all $2^d$ corners then have $W=0$.

```lean
/-- For `r ≠ 0`, exactly `binomial(d, k)` of the zeros of the naive kinetic term in the Brillouin
zone have Wilson term `2rk`. -/
theorem doubler_multiplicity {r : ℝ} (hr : r ≠ 0) (k : ℕ) :
    {p ∈ zone d | kinetic p = 0 ∧ wilson r p = 2 * r * k}.ncard = d.choose k := by
  -- these momenta are the corners labelled by `k`-element sets of directions
  have heq : {p ∈ zone d | kinetic p = 0 ∧ wilson r p = 2 * r * k} =
      corner '' (↑(Finset.powersetCard k (Finset.univ : Finset (Fin d))) :
        Set (Finset (Fin d))) := by
    ext p
    constructor
    · rintro ⟨hp, hk, hw⟩
      obtain ⟨s, rfl⟩ := (kinetic_eq_zero_iff hp).1 hk
      rw [wilson_corner] at hw
      have hc : (s.card : ℝ) = k := mul_left_cancel₀ (mul_ne_zero two_ne_zero hr) hw
      exact ⟨s, Finset.mem_coe.2 (Finset.mem_powersetCard.2
        ⟨Finset.subset_univ s, by exact_mod_cast hc⟩), rfl⟩
    · rintro ⟨s, hs, rfl⟩
      have hc := (Finset.mem_powersetCard.1 (Finset.mem_coe.1 hs)).2
      exact ⟨corner_mem_zone s, (kinetic_eq_zero_iff (corner_mem_zone s)).2 ⟨s, rfl⟩,
        by rw [wilson_corner, hc]⟩
  rw [heq, Set.ncard_image_of_injective _ corner_injective, Set.ncard_coe_finset,
    Finset.card_powersetCard, Finset.card_univ, Fintype.card_fin]
```

## Bare masses with massless modes

The next lemma separates $E^2=0$ into its two conditions. Substituting $m=-2rk$ turns the previous count into `massless_mode_count`. For $k=0$ the count is one, and the surviving mode is $p=0$. For $k>d$ it is zero.

```lean
/-- The squared dispersion vanishes exactly when the kinetic term vanishes and the Wilson term
cancels the bare mass. -/
theorem energySq_eq_zero_iff (r m : ℝ) (p : Fin d → ℝ) :
    energySq r m p = 0 ↔ kinetic p = 0 ∧ wilson r p = -m := by
  have hk : 0 ≤ kinetic p := Finset.sum_nonneg (fun i _ => sq_nonneg _)
  constructor
  · intro h
    unfold energySq at h
    have hsq := sq_nonneg (m + wilson r p)
    have h2 : m + wilson r p = 0 := (pow_eq_zero_iff two_ne_zero).1 (by linarith)
    exact ⟨by linarith, by linarith⟩
  · rintro ⟨h1, h2⟩
    rw [energySq, h1, h2]
    ring

/-- For `r ≠ 0` and bare mass `m = -2rk`, the squared dispersion of the Wilson fermion vanishes
at exactly `binomial(d, k)` momenta of the Brillouin zone. -/
theorem massless_mode_count {r : ℝ} (hr : r ≠ 0) (k : ℕ) :
    {p ∈ zone d | energySq r (-(2 * r * k)) p = 0}.ncard = d.choose k := by
  simp only [energySq_eq_zero_iff, neg_neg]
  exact doubler_multiplicity hr k
```

The theorem `gapless_iff` lists every bare mass at which $E^2$ has a zero. In one direction $k$ is the size of the corner's set; in the other, any $k$ directions supply a corner. It also holds at $r=0$, where the only such mass is $m=0$.

```lean
/-- The squared dispersion has a zero in the Brillouin zone exactly when the bare mass is `-2rk`
for some whole number `k` from `0` to `d`. -/
theorem gapless_iff (r m : ℝ) :
    (∃ p ∈ zone d, energySq r m p = 0) ↔ ∃ k : ℕ, k ≤ d ∧ m = -(2 * r * k) := by
  constructor
  · rintro ⟨p, hp, h⟩
    obtain ⟨hk, hw⟩ := (energySq_eq_zero_iff r m p).1 h
    obtain ⟨s, rfl⟩ := (kinetic_eq_zero_iff hp).1 hk
    rw [wilson_corner] at hw
    exact ⟨s.card, by simpa using s.card_le_univ, by linarith⟩
  · rintro ⟨k, hk, rfl⟩
    -- choose any `k` directions and put the momentum at the corresponding corner
    obtain ⟨s, -, hs⟩ := Finset.exists_subset_card_eq
      (s := (Finset.univ : Finset (Fin d))) (n := k) (by simpa using hk)
    refine ⟨corner s, corner_mem_zone s, (energySq_eq_zero_iff _ _ _).2
      ⟨(kinetic_eq_zero_iff (corner_mem_zone s)).2 ⟨s, rfl⟩, ?_⟩⟩
    rw [wilson_corner, hs, neg_neg]
```

## Cancellation of the slope signs

The derivative of the sine is evaluated at each component, and the product reduces to one factor $-1$ per direction in $s$.

```lean
/-- At a corner the product of the slopes of `sin pᵢ` is `-1` to the number of momentum
components equal to `π`. -/
theorem slopeProduct_corner (s : Finset (Fin d)) :
    slopeProduct (corner s) = (-1) ^ s.card := by
  have h : ∀ i, deriv sin (corner s i) = if i ∈ s then (-1 : ℝ) else 1 := by
    intro i
    rw [Real.deriv_sin]
    by_cases hi : i ∈ s <;> simp [corner, hi]
  simp only [slopeProduct, h]
  rw [Finset.prod_ite_mem, Finset.univ_inter, Finset.prod_const]
```

The last theorem applies the binomial theorem, in its form as a sum over subsets, to $(-1+1)^d$. The condition $d>0$ excludes the single empty corner, whose slope product is $1$. This cancellation concerns the function $\sin p_i$ alone and is not a no-go theorem for general lattice actions.

```lean
/-- In dimension `d > 0` the slope products of all corners of the Brillouin zone add up to
zero. -/
theorem sum_slopeProduct_eq_zero (hd : 0 < d) :
    ∑ s : Finset (Fin d), slopeProduct (corner s) = 0 := by
  -- the binomial theorem for `(-1 + 1) ^ d`
  have h := Fintype.sum_pow_mul_eq_add_pow (Fin d) (-1 : ℝ) 1
  simp only [one_pow, mul_one, neg_add_cancel, Fintype.card_fin, zero_pow hd.ne'] at h
  simp only [slopeProduct_corner]
  exact h

end

end WilsonDoublers
```

```lean
#print axioms WilsonDoublers.massless_mode_count
-- 'WilsonDoublers.massless_mode_count' depends on axioms: [propext, Classical.choice, Quot.sound]
#print axioms WilsonDoublers.gapless_iff
-- 'WilsonDoublers.gapless_iff' depends on axioms: [propext, Classical.choice, Quot.sound]
#print axioms WilsonDoublers.sum_slopeProduct_eq_zero
-- 'WilsonDoublers.sum_slopeProduct_eq_zero' depends on axioms: [propext, Classical.choice, Quot.sound]
```
